# The width and decay rate of a Gaussian eigenfunction for diffusion in a harmonic well with quadratic loss

The lemma concerns a density on a line that diffuses and relaxes at rate `lam` in a harmonic well of variance `θ`, and is lost at the rate `k r²`, all three parameters being positive. It states that if the unnormalised Gaussian `exp (-a r²)`, with `a > 0`, is an eigenfunction of the evolution operator with eigenvalue `-μ`, then `a = (1 + S) / (4 θ)` and `μ = lam (S - 1) / 2`, where `S = √(1 + 4 k θ / lam)`. The proof cancels the Gaussian from the eigenvalue equation and takes the remaining polynomial identity at `r = 0` and `r = 1`. This gives a quadratic equation for `a`, of which positivity leaves one root, and `μ` is then to follow from that root and the identity at `r = 0`.

As first written in Lean, the proof fails:

```lean
import Mathlib

open Filter Topology

namespace GaussianModeUnique

noncomputable section

/-- The diffusion-reaction operator `lam θ P'' + lam (r P)' - k r² P`: relaxation at rate `lam`
in a harmonic well of variance `θ`, with loss at the rate `k r²`. -/
def evolution (lam θ k : ℝ) (P : ℝ → ℝ) (r : ℝ) : ℝ :=
  lam * θ * deriv (deriv P) r + lam * deriv (fun x => x * P x) r - k * r ^ 2 * P r

/-- The Gaussian profile `exp (-a r²)`. -/
def gaussian (a r : ℝ) : ℝ := Real.exp (-a * r ^ 2)

/-- The dimensionless number `S = √(1 + 4 k θ / lam)`, for `lam > 0` and `k θ ≥ 0`. -/
def S (lam θ k : ℝ) : ℝ := Real.sqrt (1 + 4 * k * θ / lam)

/-- The decay rate `m = lam (S - 1) / 2`, for `lam > 0` and `k θ ≥ 0`. -/
def decayRate (lam θ k : ℝ) : ℝ := lam * (S lam θ k - 1) / 2

/-- The operator turns a Gaussian into a polynomial of degree at most two times the same Gaussian.
-/
theorem evolution_gaussian (lam θ k a r : ℝ) :
    evolution lam θ k (gaussian a) r =
      ((4 * lam * θ * a ^ 2 - 2 * lam * a - k) * r ^ 2 + (lam - 2 * a * lam * θ))
        * gaussian a r := by
  have h1 : ∀ x, HasDerivAt (gaussian a) (-2 * a * x * gaussian a x) x := by
    intro x
    refine (((hasDerivAt_pow 2 x).const_mul (-a)).exp).congr_deriv ?_
    simp only [gaussian, show (2 : ℕ) - 1 = 1 from rfl, pow_one, Nat.cast_ofNat]
    ring
  have hd : deriv (gaussian a) = fun x => -2 * a * x * gaussian a x :=
    funext fun x => (h1 x).deriv
  have h2 := ((hasDerivAt_id' r).const_mul (-2 * a)).fun_mul (h1 r)
  have h3 := (hasDerivAt_id' r).fun_mul (h1 r)
  unfold evolution
  rw [hd, h2.deriv, h3.deriv]
  ring

/-- For positive parameters, `S` exceeds one and satisfies `lam S² = lam + 4 k θ`. -/
theorem S_spec {lam θ k : ℝ} (hl : 0 < lam) (hθ : 0 < θ) (hk : 0 < k) :
    1 < S lam θ k ∧ lam * S lam θ k ^ 2 = lam + 4 * k * θ := by
  have hp : 0 < 4 * k * θ / lam := by positivity
  have hsq : S lam θ k ^ 2 = 1 + 4 * k * θ / lam := Real.sq_sqrt (by linarith)
  have h0 : 0 ≤ S lam θ k := Real.sqrt_nonneg _
  refine ⟨by nlinarith, ?_⟩
  rw [hsq, mul_add, mul_div_cancel₀ _ hl.ne', mul_one]

/-- For positive parameters, a Gaussian `exp (-a r²)` with `a > 0` that is an eigenfunction with
eigenvalue `-μ` has `a = (1 + S) / (4 θ)` and `μ = lam (S - 1) / 2`. -/
theorem gaussian_mode_unique {lam θ k a μ : ℝ} (hl : 0 < lam) (hθ : 0 < θ) (hk : 0 < k)
    (ha : 0 < a) (h : ∀ r, evolution lam θ k (gaussian a) r = -μ * gaussian a r) :
    a = (1 + S lam θ k) / (4 * θ) ∧ μ = decayRate lam θ k := by
  obtain ⟨hS1, hS⟩ := S_spec hl hθ hk
  have hpoly : ∀ r : ℝ, (4 * lam * θ * a ^ 2 - 2 * lam * a - k) * r ^ 2
      + (lam - 2 * a * lam * θ) = -μ := by
    intro r
    have hr := h r
    rw [evolution_gaussian] at hr
    exact mul_right_cancel₀ (Real.exp_pos _).ne' hr
  have h0 := hpoly 0
  have h1 := hpoly 1
  -- the width solves a quadratic equation with roots `(1 ± S) / (4 θ)`
  have hfac : lam * ((4 * θ * a - 1 - S lam θ k) * (4 * θ * a - 1 + S lam θ k)) = 0 := by
    linear_combination 4 * θ * h1 - 4 * θ * h0 - hS
  have hpos : 0 < 4 * θ * a - 1 + S lam θ k := by
    have : 0 < θ * a := mul_pos hθ ha
    linarith
  have hroot : 4 * θ * a - 1 - S lam θ k = 0 :=
    (mul_eq_zero.1 ((mul_eq_zero.1 hfac).resolve_left hl.ne')).resolve_right hpos.ne'
  constructor
  · rw [eq_div_iff (by positivity)]
    linarith
  · unfold decayRate
    linear_combination -h0 + lam / 2 * hroot

end

end GaussianModeUnique
```

Lean reports:

```
Main.lean:77:4: error: ring failed, ring expressions not equal
lam θ k a μ : ℝ
hl : 0 < lam
hθ : 0 < θ
hk : 0 < k
ha : 0 < a
h : ∀ (r : ℝ), evolution lam θ k (gaussian a) r = -μ * gaussian a r
hS1 : 1 < S lam θ k
hS : lam * S lam θ k ^ 2 = lam + 4 * k * θ
hpoly : ∀ (r : ℝ), (4 * lam * θ * a ^ 2 - 2 * lam * a - k) * r ^ 2 + (lam - 2 * a * lam * θ) = -μ
h0 : (4 * lam * θ * a ^ 2 - 2 * lam * a - k) * 0 ^ 2 + (lam - 2 * a * lam * θ) = -μ
h1 : (4 * lam * θ * a ^ 2 - 2 * lam * a - k) * 1 ^ 2 + (lam - 2 * a * lam * θ) = -μ
hfac : lam * ((4 * θ * a - 1 - S lam θ k) * (4 * θ * a - 1 + S lam θ k)) = 0
hpos : 0 < 4 * θ * a - 1 + S lam θ k
hroot : 4 * θ * a - 1 - S lam θ k = 0
⊢ μ * 2 + lam * 2 - lam * θ * a * 4 = 0
```

The error is in the last step, the formula for `μ`, where `h0` is used with the wrong sign. `linear_combination` subtracts the two sides of the proposed combination from those of the goal, and asks `ring` to show that the difference vanishes identically.

At `r = 0` the hypothesis `h0` says `lam - 2 * a * lam * θ = -μ`, so its left side minus its right contains `+μ`, as does that of the goal `μ = lam * (S lam θ k - 1) / 2`. With `-h0` the terms in `μ` add instead of cancelling, and what is left is the equation in the message, `μ * 2 + lam * 2 - lam * θ * a * 4 = 0`. This is twice `h0` rearranged, so it is true here, but `ring` does not use hypotheses and cannot close it.

The diff changes `-h0` to `h0`. The terms in `μ` then cancel, those in `lam * θ * a` cancel against `lam / 2 * hroot`, and the rest agrees with the goal.

Lean accepts the file once it reads:

```diff
@@ -75,5 +75,5 @@
     linarith
   · unfold decayRate
-    linear_combination -h0 + lam / 2 * hroot
+    linear_combination h0 + lam / 2 * hroot
 
 end
```
